# A real stress tensor has a full set of orthogonal axes free of normal stress exactly when its trace is zero

Take a plane stress with tension $s$ along the first axis and compression $-s$ along the second, $\sigma=\mathrm{diag}(s,-s)$. On the line element with unit normal $(\cos\theta,\sin\theta)$ the normal stress is
$$s\cos^2\theta-s\sin^2\theta=s\cos2\theta .$$
It changes sign between $\theta=0$ and $\theta=\pi/2$, and vanishes at $\theta=\pi/4$. The perpendicular direction carries $-s\cos2\theta$, which vanishes there too. In the turned axes only the shear components remain, both equal to $-s$.

In higher dimension, turning one pair of axes at a time, each time through a suitably chosen angle, leads to a full set of orthogonal axes along which a traceless stress has no normal stress. Below, the finite type `n` labels the axes, $d$ is the number of its elements, and a stress is a real $d\times d$ matrix $\sigma$. Symmetry is not assumed, so the symmetric Cauchy stress is included.

```lean
import Mathlib

open Matrix

namespace PureShearStress

noncomputable section

variable {n : Type*} [Fintype n]
```

## The normal stress along a turning direction

For a unit normal $v$, the traction is $\sigma v$ and its normal component is
$$\nu(v)=v\cdot\sigma v .$$
The Lean function `normalStress` accepts any vector, but only for unit vectors is its value a normal stress.

```lean
/-- The normal stress `v · σ v` that the stress `σ` exerts on the plane with unit normal `v`. -/
def normalStress (σ : Matrix n n ℝ) (v : n → ℝ) : ℝ := v ⬝ᵥ (σ *ᵥ v)
```

Expanding the product for a combination of two directions gives
$$\nu(av+bw)=a^2\nu(v)+ab\,(v\cdot\sigma w+w\cdot\sigma v)+b^2\nu(w).$$
For a symmetric stress the middle term is $2ab\,v\cdot\sigma w$. The proof distributes the products and leaves the collection of terms to `ring`.

```lean
/-- The normal stress along a combination of two directions is a quadratic form in the two
coefficients. -/
theorem normalStress_comb (σ : Matrix n n ℝ) (v w : n → ℝ) (a b : ℝ) :
    normalStress σ (a • v + b • w) = a ^ 2 * normalStress σ v
      + a * b * (v ⬝ᵥ (σ *ᵥ w) + w ⬝ᵥ (σ *ᵥ v)) + b ^ 2 * normalStress σ w := by
  simp only [normalStress, Matrix.mulVec_add, Matrix.mulVec_smul, add_dotProduct,
    dotProduct_add, smul_dotProduct, dotProduct_smul, smul_eq_mul]
  ring
```

Now suppose $\nu(v)>0$ and $\nu(w)<0$, and set $f(\theta)=\nu(\cos\theta\,v+\sin\theta\,w)$. By the expansion, $f$ is a polynomial in $\cos\theta$ and $\sin\theta$, hence continuous. Since $f(0)=\nu(v)>0$ and $f(\pi/2)=\nu(w)<0$, the intermediate value theorem gives a zero of $f$ in between. Lean uses the version for a function whose value at the left end is the larger one, `intermediate_value_Icc'`.

```lean
/-- If the normal stress is positive along `v` and negative along `w`, it vanishes along
`cos θ v + sin θ w` for some angle `θ`. -/
theorem exists_angle_normalStress_eq_zero (σ : Matrix n n ℝ) (v w : n → ℝ)
    (hv : 0 < normalStress σ v) (hw : normalStress σ w < 0) :
    ∃ θ : ℝ, normalStress σ (Real.cos θ • v + Real.sin θ • w) = 0 := by
  have hc : Continuous fun θ : ℝ =>
      normalStress σ (Real.cos θ • v + Real.sin θ • w) := by
    simp only [normalStress_comb]
    fun_prop
  have hpi : (0 : ℝ) ≤ Real.pi / 2 := by positivity
  -- the combination is `v` at `θ = 0` and `w` at `θ = π / 2`, where the signs are opposite
  have hmem : (0 : ℝ) ∈ Set.Icc
      (normalStress σ (Real.cos (Real.pi / 2) • v + Real.sin (Real.pi / 2) • w))
      (normalStress σ (Real.cos 0 • v + Real.sin 0 • w)) := by
    constructor
    · simpa using hw.le
    · simpa using hv.le
  obtain ⟨θ, _, hθ⟩ := intermediate_value_Icc' hpi hc.continuousOn hmem
  exact ⟨θ, hθ⟩
```

## Turning two axes of a frame

A frame is a family of $d$ vectors $e_i$ with $e_i\cdot e_j=\delta_{ij}$. In Lean, `e i` is the axis with label `i`.

```lean
variable [DecidableEq n]

/-- A frame: mutually orthogonal unit vectors, one for each dimension of space. -/
def IsFrame (e : n → n → ℝ) : Prop :=
  ∀ i j, e i ⬝ᵥ e j = if i = j then 1 else 0
```

For $i\neq j$, turn the axes $i$ and $j$ in their common plane and keep the others:
$$e_i'=\cos\theta\,e_i+\sin\theta\,e_j,\qquad e_j'=-\sin\theta\,e_i+\cos\theta\,e_j,\qquad e_k'=e_k\ \ (k\neq i,j).$$

```lean
/-- For a frame `e` and distinct `i` and `j`, the axes `i` and `j` are turned by the angle `θ` in
their common plane, and the other axes are kept. -/
def turn (e : n → n → ℝ) (i j : n) (θ : ℝ) : n → n → ℝ := fun k =>
  if k = i then Real.cos θ • e i + Real.sin θ • e j
  else if k = j then (-Real.sin θ) • e i + Real.cos θ • e j
  else e k
```

The result is again a frame. Indeed
$$e_i'\cdot e_i'=e_j'\cdot e_j'=\cos^2\theta+\sin^2\theta=1,\qquad e_i'\cdot e_j'=-\cos\theta\sin\theta+\sin\theta\cos\theta=0,$$
and both turned axes stay orthogonal to every $e_k$ with $k\neq i,j$, because $e_i$ and $e_j$ are. The Lean proof goes through the same cases, according to whether each of the two labels `k` and `l` is `i`, `j` or neither.

```lean
/-- Turning two distinct axes of a frame in their common plane gives a frame. -/
theorem isFrame_turn {e : n → n → ℝ} (he : IsFrame e) {i j : n} (hij : i ≠ j) (θ : ℝ) :
    IsFrame (turn e i j θ) := by
  have h : ∀ a b, e a ⬝ᵥ e b = if a = b then (1 : ℝ) else 0 := he
  have hji := hij.symm
  have hcs := Real.sin_sq_add_cos_sq θ
  intro k l
  by_cases hki : k = i
  · by_cases hli : l = i
    · simp only [turn, hki, hli, ↓reduceIte, add_dotProduct, dotProduct_add,
        smul_dotProduct, dotProduct_smul, smul_eq_mul, h, hij, hji]
      linear_combination hcs
    · by_cases hlj : l = j
      · simp only [turn, hki, hlj, ↓reduceIte, add_dotProduct, dotProduct_add,
          smul_dotProduct, dotProduct_smul, smul_eq_mul, h, hij, hji]
        ring
      · simp only [turn, hki, hli, hlj, ↓reduceIte, add_dotProduct,
          smul_dotProduct, smul_eq_mul, h, Ne.symm hli, Ne.symm hlj]
        ring
  · by_cases hkj : k = j
    · by_cases hli : l = i
      · simp only [turn, hkj, hli, ↓reduceIte, add_dotProduct, dotProduct_add,
          smul_dotProduct, dotProduct_smul, smul_eq_mul, h, hij, hji]
        ring
      · by_cases hlj : l = j
        · simp only [turn, hkj, hlj, ↓reduceIte, add_dotProduct, dotProduct_add,
            smul_dotProduct, dotProduct_smul, smul_eq_mul, h, hij, hji]
          linear_combination hcs
        · simp only [turn, hkj, hji, hli, hlj, ↓reduceIte, add_dotProduct,
            smul_dotProduct, smul_eq_mul, h, Ne.symm hli, Ne.symm hlj]
          ring
    · by_cases hli : l = i
      · simp only [turn, hki, hkj, hli, ↓reduceIte, dotProduct_add,
          dotProduct_smul, smul_eq_mul, h]
        ring
      · by_cases hlj : l = j
        · simp only [turn, hki, hkj, hlj, hji, ↓reduceIte, dotProduct_add,
            dotProduct_smul, smul_eq_mul, h]
          ring
        · simp only [turn, hki, hkj, hli, hlj, ↓reduceIte]
          exact h k l
```

## The sum of the normal stresses

Let $R$ be the matrix whose rows are the axes of a frame, written `Matrix.of e`. The entries of $RR^T$ are the products $e_i\cdot e_j$, so $RR^T=1$.

```lean
/-- The matrix whose rows are the axes of a frame is orthogonal. -/
theorem frame_mul_transpose {e : n → n → ℝ} (he : IsFrame e) :
    Matrix.of e * (Matrix.of e)ᵀ = 1 := by
  ext i j
  rw [Matrix.mul_apply, Matrix.one_apply]
  exact he i j
```

The diagonal entries of the stress in these axes are the normal stresses, $(R\sigma R^T)_{ii}=e_i\cdot\sigma e_i=\nu(e_i)$.

```lean
omit [DecidableEq n] in
/-- The diagonal entries of the stress in the axes `e` are the normal stresses along them. -/
theorem diag_eq_normalStress (σ : Matrix n n ℝ) (e : n → n → ℝ) (i : n) :
    (Matrix.of e * σ * (Matrix.of e)ᵀ) i i = normalStress σ (e i) := by
  rw [Matrix.mul_assoc]
  simp only [Matrix.mul_apply, normalStress, dotProduct, Matrix.mulVec,
    Matrix.transpose_apply, Matrix.of_apply]
```

For a square matrix, $RR^T=1$ implies $R^TR=1$. With the cyclic property of the trace,
$$\sum_i\nu(e_i)=\operatorname{tr}(R\sigma R^T)=\operatorname{tr}(R^TR\,\sigma)=\operatorname{tr}\sigma .$$

```lean
/-- The normal stresses along the axes of any frame add up to the trace of the stress. -/
theorem sum_normalStress (σ : Matrix n n ℝ) {e : n → n → ℝ} (he : IsFrame e) :
    ∑ i, normalStress σ (e i) = σ.trace := by
  have h := mul_eq_one_comm.mp (frame_mul_transpose he)
  calc ∑ i, normalStress σ (e i) = (Matrix.of e * σ * (Matrix.of e)ᵀ).trace := by
        simp only [Matrix.trace, Matrix.diag_apply, diag_eq_normalStress]
    _ = σ.trace := by rw [Matrix.trace_mul_comm, ← Matrix.mul_assoc, h, Matrix.one_mul]
```

## Freeing one axis after another

Let $\operatorname{tr}\sigma=0$ and start from the coordinate axes. Call an axis loaded if its normal stress is nonzero. If no axis is loaded, the frame is the one sought. Otherwise the normal stresses sum to zero without all being zero, so some $\nu(e_i)$ is positive and some $\nu(e_j)$ is negative. Turn these two axes by the angle found above, so that $\nu(e_i')=0$. Axis $j$ may stay loaded, but it was loaded before, and the remaining axes have not moved. The number of loaded axes has therefore dropped by at least one, and after finitely many turns none is left.

The Lean proof is an induction on a bound `m` for the number of loaded axes. The inclusion `hsub` says that no free axis becomes loaded, and `hlt` that the count strictly decreases.

```lean
/-- A traceless stress has a frame along whose axes every normal stress vanishes. -/
theorem exists_frame_normalStress_eq_zero (σ : Matrix n n ℝ) (hσ : σ.trace = 0) :
    ∃ e : n → n → ℝ, IsFrame e ∧ ∀ i, normalStress σ (e i) = 0 := by
  -- induction on the number of axes that still carry a normal stress
  have key : ∀ (m : ℕ) (e : n → n → ℝ), IsFrame e →
      (Finset.univ.filter fun i => normalStress σ (e i) ≠ 0).card ≤ m →
      ∃ e' : n → n → ℝ, IsFrame e' ∧ ∀ i, normalStress σ (e' i) = 0 := by
    intro m
    induction m with
    | zero =>
      intro e he hm
      refine ⟨e, he, fun i => ?_⟩
      by_contra hi
      have hmem : i ∈ Finset.univ.filter fun i => normalStress σ (e i) ≠ 0 :=
        Finset.mem_filter.mpr ⟨Finset.mem_univ i, hi⟩
      have := Finset.card_pos.mpr ⟨i, hmem⟩
      omega
    | succ m ih =>
      intro e he hm
      by_cases hall : ∀ i, normalStress σ (e i) = 0
      · exact ⟨e, he, hall⟩
      have hsum := (sum_normalStress σ he).trans hσ
      -- a vanishing sum with a nonzero term has terms of both signs
      have hpos : ∃ i, 0 < normalStress σ (e i) := by
        by_contra! h
        exact hall fun i => (Finset.sum_eq_zero_iff_of_nonpos
          (fun i _ => h i)).mp hsum i (Finset.mem_univ i)
      have hneg : ∃ j, normalStress σ (e j) < 0 := by
        by_contra! h
        exact hall fun i => (Finset.sum_eq_zero_iff_of_nonneg
          (fun i _ => h i)).mp hsum i (Finset.mem_univ i)
      obtain ⟨i, hi⟩ := hpos
      obtain ⟨j, hj⟩ := hneg
      have hij : i ≠ j := by
        intro h
        rw [h] at hi
        linarith
      obtain ⟨θ, hθ⟩ := exists_angle_normalStress_eq_zero σ (e i) (e j) hi hj
      have hi0 : normalStress σ (turn e i j θ i) = 0 := by
        simp only [turn, ↓reduceIte]
        exact hθ
      -- the turn frees axis `i` and loads no axis that was free before
      have hsub : (Finset.univ.filter fun k => normalStress σ (turn e i j θ k) ≠ 0) ⊆
          Finset.univ.filter fun k => normalStress σ (e k) ≠ 0 := by
        intro k hk
        have hk' := (Finset.mem_filter.mp hk).2
        refine Finset.mem_filter.mpr ⟨Finset.mem_univ k, ?_⟩
        by_cases hki : k = i
        · rw [hki]
          exact hi.ne'
        by_cases hkj : k = j
        · rw [hkj]
          exact hj.ne
        · simpa only [turn, hki, hkj, ↓reduceIte] using hk'
      have hlt := Finset.card_lt_card ((Finset.ssubset_iff_of_subset hsub).mpr
        ⟨i, Finset.mem_filter.mpr ⟨Finset.mem_univ i, hi.ne'⟩,
          fun h => (Finset.mem_filter.mp h).2 hi0⟩)
      exact ih _ (isFrame_turn he hij θ) (by omega)
  refine key _ (fun i k => if i = k then 1 else 0) ?_ le_rfl
  intro i j
  simp only [dotProduct, ite_mul, one_mul, zero_mul, Finset.sum_ite_eq,
    Finset.mem_univ, ↓reduceIte]
  exact if_congr eq_comm rfl rfl
```

## Pure shear and zero trace

A stress is called a pure shear here if some $Q$ with $Q^TQ=1$ makes every diagonal entry of $Q^T\sigma Q$ zero. The columns of $Q$ are the new axes. Several shear components may be present at once, which is wider than the usage that reserves the term for a single shear in one plane, and the zero stress counts as well. $Q$ may include a reflection.

```lean
/-- A stress is a pure shear if some orthogonal change of axes `Q` makes every diagonal entry
of `Qᵀ σ Q` zero. -/
def IsPureShear (σ : Matrix n n ℝ) : Prop :=
  ∃ Q : Matrix n n ℝ, Qᵀ * Q = 1 ∧ ∀ i, (Qᵀ * σ * Q) i i = 0
```

The main theorem states that $\sigma$ is a pure shear if and only if $\operatorname{tr}\sigma=0$. In one direction, $\operatorname{tr}\sigma=\operatorname{tr}(Q^T\sigma Q)$, which is a sum of zeros. In the other, the frame just constructed supplies $Q=R^T$.

The theorem concerns a single matrix, the stress at one point. It says nothing about how the axes vary through a stressed body or how they lie relative to the crystal axes, and it gives existence of $Q$ without a formula for it.

```lean
/-- A real stress in any finite dimension, symmetric or not, is a pure shear if and only if its
trace vanishes. -/
theorem isPureShear_iff_trace_eq_zero (σ : Matrix n n ℝ) :
    IsPureShear σ ↔ σ.trace = 0 := by
  constructor
  · rintro ⟨Q, hQ, h⟩
    calc σ.trace = (Qᵀ * σ * Q).trace := by
          rw [Matrix.trace_mul_comm, ← Matrix.mul_assoc, mul_eq_one_comm.mp hQ,
            Matrix.one_mul]
      _ = 0 := Finset.sum_eq_zero fun i _ => h i
  · intro hσ
    obtain ⟨e, he, h⟩ := exists_frame_normalStress_eq_zero σ hσ
    refine ⟨(Matrix.of e)ᵀ, ?_, fun i => ?_⟩
    · rw [Matrix.transpose_transpose]
      exact frame_mul_transpose he
    · rw [Matrix.transpose_transpose, diag_eq_normalStress]
      exact h i
```

## Separating the isotropic part

Since $\operatorname{tr}(\sigma-p\,1)=\operatorname{tr}\sigma-d\,p$, subtracting the isotropic stress $p\,1$ leaves a pure shear exactly when $d\,p=\operatorname{tr}\sigma$. With tension counted positive, $p$ is a mean tension, and the pressure is $-p$. When a simulation reports one homogeneous stress tensor for a cell and splits it into pressure and deviatoric part, the deviatoric part is thus a pure shear in the sense above.

```lean
/-- Subtracting the isotropic stress `p · 1` from `σ` leaves a pure shear if and only if `p`
times the dimension equals the trace of `σ`. -/
theorem isPureShear_sub_isotropic_iff (σ : Matrix n n ℝ) (p : ℝ) :
    IsPureShear (σ - p • (1 : Matrix n n ℝ)) ↔ (Fintype.card n : ℝ) * p = σ.trace := by
  rw [isPureShear_iff_trace_eq_zero, Matrix.trace_sub, Matrix.trace_smul,
    Matrix.trace_one, smul_eq_mul]
  constructor <;> intro h <;> linarith
```

For $d\geq1$ choose $p=\operatorname{tr}\sigma/d$ and take the matrix $Q$ belonging to the pure shear $\sigma-p\,1$. Because $Q^T(p\,1)Q=p\,1$,
$$(Q^T\sigma Q)_{ii}=\bigl(Q^T(\sigma-p\,1)Q\bigr)_{ii}+p=\frac{\operatorname{tr}\sigma}{d}$$
for every $i$. Every stress therefore has orthogonal axes along which all normal stresses are equal. The hypothesis `Nonempty n` expresses $d\geq1$.

```lean
/-- In positive dimension every stress has orthogonal axes in which all normal stresses equal
the mean normal stress, the trace divided by the dimension. -/
theorem exists_axes_equal_normalStress [Nonempty n] (σ : Matrix n n ℝ) :
    ∃ Q : Matrix n n ℝ, Qᵀ * Q = 1 ∧
      ∀ i, (Qᵀ * σ * Q) i i = σ.trace / Fintype.card n := by
  have hc : (Fintype.card n : ℝ) ≠ 0 := Nat.cast_ne_zero.mpr Fintype.card_ne_zero
  obtain ⟨Q, hQ, h⟩ := (isPureShear_sub_isotropic_iff σ (σ.trace / Fintype.card n)).mpr
    (by field_simp)
  refine ⟨Q, hQ, fun i => ?_⟩
  -- the isotropic part looks the same in all axes
  have hi := h i
  rw [Matrix.mul_sub, Matrix.sub_mul, Matrix.mul_smul, Matrix.mul_one, Matrix.smul_mul, hQ,
    Matrix.sub_apply, Matrix.smul_apply, Matrix.one_apply_eq, smul_eq_mul, mul_one] at hi
  linarith

end

end PureShearStress
```

```lean
#print axioms PureShearStress.exists_axes_equal_normalStress
-- 'PureShearStress.exists_axes_equal_normalStress' depends on axioms: [propext, Classical.choice, Quot.sound]
```
